# Coulomb energies and eigenvectors of the ¹D, ³P and ¹S terms of p²

Two electrons in a p shell form the terms ¹D, ³P and ¹S, and the theorem `p2_terms` gives their Coulomb energies as F0 + F2, F0 − 5F2 and F0 + 10F2. Here F0 and F2 are the Slater parameters, with F2 = F²/25 in terms of the Slater integral F², and the theorem lets both be arbitrary real numbers. Only the Coulomb repulsion within the configuration is included. The block with M_L = M_S = 0 has three determinants, each with the spin-up electron in orbital m, written first, and the spin-down electron in −m, ordered as m = 1, 0, −1, with the Condon–Shortley phases. In this basis the unnormalised vectors (1,2,1), (1,0,−1) and (1,−1,1) are claimed to be mutually orthogonal simultaneous eigenvectors of L², S² and the Coulomb matrix, belonging to ¹D, ³P and ¹S in that order. The proof puts in the explicit matrices, splits the claim into separate goals, and leaves the orthogonality relations and the eigenvalue equations to be checked by arithmetic.

This version doesn't compile in Lean 4 with Mathlib:

```lean
import Mathlib

open Matrix

namespace P2Terms

noncomputable section

/-- Five times the rank-two Gaunt coefficients of the p shell, for the harmonics normalised as C₂q =
√(4π/5) Y₂q, with rows and columns ordered as m = 1, 0, -1. -/
def gaunt : Matrix (Fin 3) (Fin 3) ℝ :=
  !![-1, √3, -√6; -√3, 2, -√3; -√6, √3, -1]

/-- The Coulomb integral ⟨a b|1/r₁₂|c d⟩ between p orbitals, in terms of the Slater parameters
F0 and F2 (the latter including the factor 1/25). It vanishes unless m is conserved. -/
def coulombIntegral (F0 F2 : ℝ) (a b c d : Fin 3) : ℝ :=
  if (a : ℕ) + b = c + d then
    (if a = c ∧ b = d then F0 else 0) + F2 * (gaunt a c * gaunt d b)
  else 0

/-- The orbital -m of the spin-down electron when the spin-up electron is in orbital m. -/
def down : Fin 3 → Fin 3 := ![2, 1, 0]

/-- The Coulomb matrix of p² in the block M_L = M_S = 0, over the determinants with
spin-up orbital m and spin-down orbital -m. -/
def coulombBlock (F0 F2 : ℝ) : Matrix (Fin 3) (Fin 3) ℝ :=
  Matrix.of fun i j => coulombIntegral F0 F2 i (down i) j (down j)

/-- The raising operator L₊ from the block to the two determinants with M_L = 1, M_S = 0. -/
def raiseL : Matrix (Fin 2) (Fin 3) ℝ := !![√2, √2, 0; 0, √2, √2]

/-- The raising operator S₊ from the block to the one determinant with M_L = 0, M_S = 1. -/
def raiseS : Matrix (Fin 1) (Fin 3) ℝ := !![1, 0, -1]

/-- A nonzero vector of the block belongs to the term (L, S) with energy E if it is an
eigenvector of L² = L₋L₊, of S² = S₋S₊ and of the Coulomb matrix, with eigenvalues
L(L+1), S(S+1) and E. -/
def IsTerm (F0 F2 L S E : ℝ) (v : Fin 3 → ℝ) : Prop :=
  v ≠ 0 ∧ (raiseLᵀ * raiseL) *ᵥ v = (L * (L + 1)) • v ∧
    (raiseSᵀ * raiseS) *ᵥ v = (S * (S + 1)) • v ∧ coulombBlock F0 F2 *ᵥ v = E • v

/-- The Slater integrals give the Coulomb matrix of the block in its textbook form. -/
theorem coulombBlock_eq (F0 F2 : ℝ) : coulombBlock F0 F2 =
    F0 • (1 : Matrix (Fin 3) (Fin 3) ℝ) + F2 • !![1, -3, 6; -3, 4, -3; 6, -3, 1] := by
  ext i j
  fin_cases i <;> fin_cases j <;>
    simp [coulombBlock, coulombIntegral, gaunt, down]
  -- the remaining entry is the repulsion of two electrons in m = 0
  norm_num

/-- The action of the Coulomb matrix on the three amplitudes of a state in the block. -/
theorem coulombBlock_mulVec (F0 F2 : ℝ) (v : Fin 3 → ℝ) : coulombBlock F0 F2 *ᵥ v =
    ![F0 * v 0 + F2 * (v 0 - 3 * v 1 + 6 * v 2),
      F0 * v 1 + F2 * (-3 * v 0 + 4 * v 1 - 3 * v 2),
      F0 * v 2 + F2 * (6 * v 0 - 3 * v 1 + v 2)] := by
  rw [coulombBlock_eq]
  ext i
  fin_cases i <;>
    simp [Matrix.mulVec, dotProduct, Fin.sum_univ_three, Matrix.one_apply] <;> ring

/-- The squares of the orbital and spin angular momentum as matrices on the block. -/
theorem angularMomentum_sq :
    raiseLᵀ * raiseL = !![2, 2, 0; 2, 4, 2; 0, 2, 2] ∧
    raiseSᵀ * raiseS = !![1, 0, -1; 0, 0, 0; -1, 0, 1] := by
  constructor <;> ext i j <;> fin_cases i <;> fin_cases j <;>
    norm_num [raiseL, raiseS, Matrix.mul_apply, Fin.sum_univ_succ]

/-- The vectors (1,2,1), (1,0,-1) and (1,-1,1) belong to the terms ¹D, ³P and ¹S, with energies
F0 + F2, F0 - 5 F2 and F0 + 10 F2, and are mutually orthogonal. -/
theorem p2_terms (F0 F2 : ℝ) :
    IsTerm F0 F2 2 0 (F0 + F2) ![1, 2, 1] ∧
    IsTerm F0 F2 1 1 (F0 - 5 * F2) ![1, 0, -1] ∧
    IsTerm F0 F2 0 0 (F0 + 10 * F2) ![1, -1, 1] ∧
    (![1, 2, 1] : Fin 3 → ℝ) ⬝ᵥ ![1, 0, -1] = 0 ∧
    (![1, 2, 1] : Fin 3 → ℝ) ⬝ᵥ ![1, -1, 1] = 0 ∧
    (![1, 0, -1] : Fin 3 → ℝ) ⬝ᵥ ![1, -1, 1] = 0 := by
  unfold IsTerm
  rw [angularMomentum_sq.1, angularMomentum_sq.2]
  simp only [coulombBlock_mulVec]
  refine ⟨⟨fun h => ?_, ?_, ?_, ?_⟩, ⟨fun h => ?_, ?_, ?_, ?_⟩,
    ⟨fun h => ?_, ?_, ?_, ?_⟩, ?_, ?_, ?_⟩
  -- the first component of each vector is 1, so none of them vanishes
  any_goals exact one_ne_zero (congrFun h 0)
  -- orthogonality
  any_goals norm_num [dotProduct, Fin.sum_univ_three]; done
  -- the eigenvalue equations, component by component
  all_goals
    ext i
    fin_cases i <;> norm_num [Matrix.mulVec, dotProduct, Fin.sum_univ_three] <;> ring

end

end P2Terms
```

Lean reports:

```
Main.lean:85:2: error: Tactic failed on all goals:
  norm_num [dotProduct, Fin.sum_univ_three]; done
```

What went wrong. The message says that `norm_num [dotProduct, Fin.sum_univ_three]; done` closed none of the remaining goals, not even the three orthogonality relations, which are simple sums such as 1·1 + 2·0 + 1·(−1) = 0. `Fin.sum_univ_three` writes such a sum with the entries at indices 0, 1 and 2. To read off the entry at the literal index 2, as in `![1, 0, -1] 2`, Mathlib relies on a simplification procedure, `Matrix.cons_val`, which `simp` runs by default and `norm_num` does not. The entry therefore stayed unevaluated, and `done` rejected the unfinished goal.

The repair calls `simp` with the same lemmas first, so that the entries become numbers, and leaves any remaining arithmetic to `norm_num`. The eigenvalue equations get the same change because their sums also contain entries at index 2, though Lean had stopped before reaching them. The new parentheses are mere tidying, since `done` already belonged to `any_goals`, as the message shows.

After these edits no error is left:

```diff
@@ -83,9 +83,10 @@
   any_goals exact one_ne_zero (congrFun h 0)
   -- orthogonality
-  any_goals norm_num [dotProduct, Fin.sum_univ_three]; done
+  any_goals (simp [dotProduct, Fin.sum_univ_three] <;> norm_num; done)
   -- the eigenvalue equations, component by component
   all_goals
     ext i
-    fin_cases i <;> norm_num [Matrix.mulVec, dotProduct, Fin.sum_univ_three] <;> ring
+    fin_cases i <;> simp [Matrix.mulVec, dotProduct, Fin.sum_univ_three] <;>
+      norm_num <;> ring
 
 end
```
